# The t² error of the Lie-Trotter step exp(t H_0) exp(t H_1) ⋯ is half the sum of the commutators [H_j, H_k] over j < k

## Two generators

Take two operators $a$ and $b$ on a finite-dimensional space. They need not commute. Expand the product of their exponentials to second order in $t$:

$$e^{ta}e^{tb} = 1 + t(a+b) + t^2\left(\tfrac12 a^2 + ab + \tfrac12 b^2\right) + \dots$$

The exponential of the sum has the $t^2$ coefficient

$$\tfrac12(a+b)^2 = \tfrac12\left(a^2 + ab + ba + b^2\right).$$

The product always puts $a$ to the left of $b$, while the square of the sum contains both orders equally. The difference is $ab - \tfrac12(ab+ba) = \tfrac12(ab-ba) = \tfrac12[a,b]$.

With more factors, each pair contributes in the same way.

## Splitting a propagator

Suppose that the evolution equation is $U' = SU$ with a constant generator $S = \sum_k H_k$, and that each $e^{tH_k}$ is easier to apply than $e^{tS}$. A Lie-Trotter step replaces $e^{tS}$ by the ordered product of the $e^{tH_k}$. In quantum mechanics $H_k = -i\hat h_k/\hbar$, where $\hat h_k$ is one part of the Hamiltonian, such as the kinetic or the potential energy.

For a time-independent Hamiltonian on a finite-dimensional state space, the result identifies the $t^2$ term in the error of one split step, taken as the split propagator minus the exact one: $-\tfrac{t^2}{2\hbar^2}\sum_{j<k}[\hat h_j,\hat h_k]$, where the factors are ordered with the lowest index on the left.

## The statement and its conventions

Let $H_0,\dots,H_{m-1}$ be elements of an algebra $A$ over the rational numbers. Write $S=\sum_k H_k$ and $P=\sum_{j<k}[H_j,H_k]$, with $[x,y]=xy-yx$. The main theorem, `lieTrotter_error`, says that $e^{tH_0}\cdots e^{tH_{m-1}}$ and $e^{tS}$ have the same coefficients of $t^0$ and $t^1$, and that the $t^2$ coefficient of the product minus that of $e^{tS}$ is $\tfrac12P$.

The Lean objects correspond to the physics as follows.

- `A`, with `[Ring A] [Algebra ℚ A]`, is the algebra of operators. Multiplication need not commute, and rational multiples are available for the factors $1/n!$. Complex square matrices are an example.
- `H : Fin m → A` is the list of generators, numbered from $0$. Any $m$ is allowed: for $m=0$ both series are $1$, and for $m=1$ there are no pairs.
- `evolution a` is the power series with coefficients $a^n/n!$. The time $t$ is a formal variable that commutes with all operators.
- `lieTrotter H` is the product with $e^{tH_0}$ on the left. When it acts on a state vector, the factor with the highest index therefore acts first.
- `pairComm H` is $P$, written as a double sum whose terms vanish unless `j < k`.
- `strang H` is a half step in the given order times a half step in the reversed order.

Two further theorems concern exactness and symmetrisation. `splitting_exact_iff` says that $e^{ta}e^{tb}=e^{t(a+b)}$ holds to all orders if and only if $ab=ba$. `strang_second_order` says that the symmetric step agrees with $e^{tS}$ through degree $2$, for any number of generators.

All of these are identities between coefficients. They give no bound on the error at a finite time step, no estimate of its accumulation over many steps, and no treatment of convergence or of the domains of unbounded operators. Time-dependent generators are excluded as well.

## From one propagator to the ordered product

**One propagator.** The coefficients $u_n=a^n/n!$ satisfy

$$(n+1)u_{n+1} = (n+1)\frac{a^{n+1}}{(n+1)!} = a\,\frac{a^n}{n!} = a\,u_n,$$

which is $U'=aU$ read off at order $t^n$. Together with $u_0=1$, this recursion fixes the whole series. The first three coefficients are $1$, $a$ and $\tfrac12a^2$.

**Two series that start with 1.** If $f=1+f_1t+f_2t^2+\dots$ and $g=1+g_1t+g_2t^2+\dots$, then

$$fg = 1+(f_1+g_1)t+(f_2+f_1g_1+g_2)t^2+\dots$$

**Many factors.** The claim is that the ordered product begins

$$1+St+\left(\tfrac12S^2+\tfrac12P\right)t^2+\dots$$

For $m=0$ the product is $1$ and $S=P=0$, so the claim holds. Now suppose that it holds for $m$ generators, and take $m+1$ of them. Split off $H_0$, and let $S'$ and $P'$ be the sum and the commutator sum of the remaining $m$ generators. The rule for products gives the first-order coefficient $H_0+S'=S$ and the second-order coefficient

$$\tfrac12H_0^2+H_0S'+\tfrac12S'^2+\tfrac12P'.$$

Since $S^2=H_0^2+H_0S'+S'H_0+S'^2$, this equals

$$\tfrac12S^2+\tfrac12(H_0S'-S'H_0)+\tfrac12P'.$$

The commutator is linear, so $[H_0,S']=\sum_{k\ge1}[H_0,H_k]$. These are the pairs that contain the index $0$, and $P'$ contains all the others. Hence $[H_0,S']+P'=P$, which completes the induction.

**Comparison.** The series $e^{tS}$ begins $1+St+\tfrac12S^2t^2$. Subtracting it leaves $\tfrac12P$ at second order.

## Exact splitting for two generators

If $e^{ta}e^{tb}=e^{t(a+b)}$, then the $t^2$ coefficients agree, so $\tfrac12[a,b]=0$ and $ab=ba$.

Conversely, if $ab=ba$, the binomial theorem applies, and the coefficient of $t^n$ in the product is

$$\sum_{i+j=n}\frac{a^ib^j}{i!\,j!}=\frac1{n!}\sum_{i+j=n}\binom{n}{i}a^ib^j=\frac{(a+b)^n}{n!}.$$

## Cancellation in the symmetric step

Reversing the order replaces $H_k$ by $H_{m-1-k}$. With $p=m-1-j$ and $q=m-1-k$, the condition $j<k$ becomes $q<p$, so the new commutator sum is

$$\sum_{q<p}[H_p,H_q]=-\sum_{q<p}[H_q,H_p]=-P.$$

In a half step each generator is multiplied by $\tfrac12$, so $S$ becomes $\tfrac12S$ and $P$ becomes $\tfrac14P$. The forward and the reversed half step begin

$$1+\tfrac12St+\tfrac18(S^2+P)t^2,\qquad 1+\tfrac12St+\tfrac18(S^2-P)t^2.$$

Their product has the first-order coefficient $S$ and the second-order coefficient

$$\tfrac18(S^2+P)+\tfrac14S^2+\tfrac18(S^2-P)=\tfrac12S^2,$$

as in $e^{tS}$. For two generators the symmetric step is the familiar $e^{tH_0/2}e^{tH_1}e^{tH_0/2}$, once the two adjacent half steps of $H_1$ are merged.

## The Lean file

```lean
import Mathlib

open Finset

namespace LieTrotterSplitting

noncomputable section

variable {A : Type*} [Ring A] [Algebra ℚ A]

/-- The commutator `[x, y] = x y - y x`. -/
def comm (x y : A) : A := x * y - y * x

/-- The propagator `exp(t a)` as a formal power series in the time `t`. -/
def evolution (a : A) : PowerSeries A :=
  PowerSeries.mk fun n => ((n.factorial : ℚ)⁻¹) • a ^ n

/-- One Lie-Trotter step: the product of the propagators `exp(t H_k)`, in the order of `k`. -/
def lieTrotter {m : ℕ} (H : Fin m → A) : PowerSeries A :=
  (List.ofFn fun k => evolution (H k)).prod

/-- The sum of the commutators `[H_j, H_k]` over all pairs `j < k`. -/
def pairComm {m : ℕ} (H : Fin m → A) : A :=
  ∑ j, ∑ k, if j < k then comm (H j) (H k) else 0

/-- One symmetric (Strang) step: a Lie-Trotter half step followed in the product by a half step
with the factors in reversed order. -/
def strang {m : ℕ} (H : Fin m → A) : PowerSeries A :=
  lieTrotter (fun k => (1 / 2 : ℚ) • H k) * lieTrotter (fun k => (1 / 2 : ℚ) • H (Fin.rev k))

/-- The coefficient of `t ^ n` in `exp(t a)` is `a ^ n / n!`. -/
theorem evolution_coeff (n : ℕ) (a : A) :
    PowerSeries.coeff n (evolution a) = ((n.factorial : ℚ)⁻¹) • a ^ n :=
  PowerSeries.coeff_mk _ _

/-- The propagator solves the evolution equation `U' = a U`, coefficient by coefficient. -/
theorem evolution_equation (n : ℕ) (a : A) :
    ((n : ℚ) + 1) • PowerSeries.coeff (n + 1) (evolution a)
      = a * PowerSeries.coeff n (evolution a) := by
  have hn : (n.factorial : ℚ) ≠ 0 := by exact_mod_cast n.factorial_ne_zero
  have hn1 : (n : ℚ) + 1 ≠ 0 := by positivity
  rw [evolution_coeff, evolution_coeff, smul_smul, mul_smul_comm, ← pow_succ',
    Nat.factorial_succ]
  congr 1
  push_cast
  field_simp

lemma evolution_coeff_low (a : A) :
    PowerSeries.coeff 0 (evolution a) = 1 ∧ PowerSeries.coeff 1 (evolution a) = a ∧
      PowerSeries.coeff 2 (evolution a) = (1 / 2 : ℚ) • (a * a) := by
  refine ⟨?_, ?_, ?_⟩ <;> rw [evolution_coeff] <;> simp [pow_two]

omit [Algebra ℚ A] in
lemma coeff_mul_low {f g : PowerSeries A} (hf : PowerSeries.coeff 0 f = 1)
    (hg : PowerSeries.coeff 0 g = 1) :
    PowerSeries.coeff 0 (f * g) = 1 ∧
      PowerSeries.coeff 1 (f * g) = PowerSeries.coeff 1 f + PowerSeries.coeff 1 g ∧
      PowerSeries.coeff 2 (f * g) = PowerSeries.coeff 2 f
        + PowerSeries.coeff 1 f * PowerSeries.coeff 1 g + PowerSeries.coeff 2 g := by
  have h0 : antidiagonal 0 = {((0 : ℕ), (0 : ℕ))} := rfl
  have h1 : antidiagonal 1 = {((0 : ℕ), (1 : ℕ)), (1, 0)} := rfl
  have h2 : antidiagonal 2 = {((0 : ℕ), (2 : ℕ)), (1, 1), (2, 0)} := rfl
  refine ⟨?_, ?_, ?_⟩
  · rw [PowerSeries.coeff_mul, h0, sum_singleton]
    simp only [hf, hg, mul_one]
  · rw [PowerSeries.coeff_mul, h1, sum_insert (by decide), sum_singleton]
    simp only [hf, hg, mul_one, one_mul]
    abel
  · rw [PowerSeries.coeff_mul, h2, sum_insert (by decide), sum_insert (by decide),
      sum_singleton]
    simp only [hf, hg, mul_one, one_mul]
    abel

/-- The Lie-Trotter step expanded to second order: `1`, then the sum `S` of the generators, then
`S² / 2` plus one half of the sum of the commutators `[H_j, H_k]` over `j < k`. -/
theorem lieTrotter_coeff_low {m : ℕ} (H : Fin m → A) :
    PowerSeries.coeff 0 (lieTrotter H) = 1 ∧
      PowerSeries.coeff 1 (lieTrotter H) = ∑ k, H k ∧
      PowerSeries.coeff 2 (lieTrotter H)
        = (1 / 2 : ℚ) • ((∑ k, H k) * ∑ k, H k) + (1 / 2 : ℚ) • pairComm H := by
  induction m with
  | zero => simp [lieTrotter, pairComm, PowerSeries.coeff_one]
  | succ m ih =>
    -- split off the first factor
    have hs : lieTrotter H = evolution (H 0) * lieTrotter (fun k => H k.succ) := by
      simp [lieTrotter, List.ofFn_succ]
    have hp : pairComm H = ∑ k : Fin m, comm (H 0) (H k.succ)
        + pairComm (fun k => H k.succ) := by
      simp [pairComm, Fin.sum_univ_succ]
    -- its commutators with the other generators add up to one commutator
    have hc : ∑ k : Fin m, comm (H 0) (H k.succ)
        = H 0 * (∑ k : Fin m, H k.succ) - (∑ k : Fin m, H k.succ) * H 0 := by
      simp only [comm, sum_sub_distrib, mul_sum, sum_mul]
    obtain ⟨i0, i1, i2⟩ := ih (fun k => H k.succ)
    obtain ⟨e0, e1, e2⟩ := evolution_coeff_low (H 0)
    obtain ⟨r0, r1, r2⟩ := coeff_mul_low e0 i0
    rw [hs, hp, hc, Fin.sum_univ_succ]
    refine ⟨r0, by rw [r1, e1, i1], ?_⟩
    rw [r2, e1, e2, i1, i2]
    simp only [mul_add, add_mul]
    module

/-- Lie-Trotter splitting: the ordered product of the `exp(t H_k)` agrees with `exp(t ∑ H_k)`
through degree 1 in `t`, and the `t²` coefficients differ by one half of the sum of the
commutators `[H_j, H_k]` over `j < k`. -/
theorem lieTrotter_error {m : ℕ} (H : Fin m → A) :
    (∀ n ≤ 1, PowerSeries.coeff n (lieTrotter H)
      = PowerSeries.coeff n (evolution (∑ k, H k))) ∧
    PowerSeries.coeff 2 (lieTrotter H) - PowerSeries.coeff 2 (evolution (∑ k, H k))
      = (1 / 2 : ℚ) • ∑ j, ∑ k, if j < k then comm (H j) (H k) else 0 := by
  obtain ⟨p0, p1, p2⟩ := lieTrotter_coeff_low H
  obtain ⟨e0, e1, e2⟩ := evolution_coeff_low (∑ k, H k)
  refine ⟨fun n hn => ?_, ?_⟩
  · interval_cases n
    · exact p0.trans e0.symm
    · exact p1.trans e1.symm
  · rw [p2, e2, add_sub_cancel_left, pairComm]

/-- For two generators the splitting `exp(t a) exp(t b) = exp(t (a + b))` is exact to all orders
in `t` if and only if `a` and `b` commute. -/
theorem splitting_exact_iff (a b : A) :
    evolution a * evolution b = evolution (a + b) ↔ a * b = b * a := by
  constructor
  · intro h
    -- compare the coefficients of `t²`
    obtain ⟨a0, a1, a2⟩ := evolution_coeff_low a
    obtain ⟨b0, b1, b2⟩ := evolution_coeff_low b
    have h2 := (coeff_mul_low a0 b0).2.2
    rw [h, (evolution_coeff_low (a + b)).2.2, a1, a2, b1, b2] at h2
    simp only [add_mul, mul_add] at h2
    linear_combination (norm := module) (-2 : ℚ) • h2
  · intro h
    have hab : Commute a b := h
    ext n
    -- the binomial theorem for commuting generators
    rw [PowerSeries.coeff_mul, evolution_coeff, hab.add_pow', smul_sum]
    refine sum_congr rfl fun p hp => ?_
    obtain ⟨i, j⟩ := p
    have hij : i + j = n := by simpa using hp
    subst hij
    have hc := Nat.choose_mul_factorial_mul_factorial (Nat.le_add_right i j)
    rw [Nat.add_sub_cancel_left] at hc
    have hq : ((i + j).choose i : ℚ) * i.factorial * j.factorial = (i + j).factorial := by
      exact_mod_cast hc
    have h1 : ((i + j).choose i : ℚ) ≠ 0 := by
      exact_mod_cast (Nat.choose_pos (Nat.le_add_right i j)).ne'
    have h2 : (i.factorial : ℚ) ≠ 0 := by exact_mod_cast i.factorial_ne_zero
    have h3 : (j.factorial : ℚ) ≠ 0 := by exact_mod_cast j.factorial_ne_zero
    simp only [evolution_coeff]
    rw [smul_mul_assoc, mul_smul_comm, smul_smul, ← Nat.cast_smul_eq_nsmul ℚ, smul_smul]
    congr 1
    rw [← hq]
    field_simp

lemma pairComm_smul {m : ℕ} (c : ℚ) (H : Fin m → A) :
    pairComm (fun k => c • H k) = (c * c) • pairComm H := by
  simp only [pairComm, smul_sum]
  refine sum_congr rfl fun j _ => sum_congr rfl fun k _ => ?_
  split_ifs
  · simp only [comm, smul_mul_assoc, mul_smul_comm, smul_smul, smul_sub]
  · simp

omit [Algebra ℚ A] in
/-- Reversing the order of the generators changes the sign of the commutator sum. -/
theorem pairComm_rev {m : ℕ} (H : Fin m → A) :
    pairComm (fun k => H (Fin.rev k)) = -pairComm H := by
  calc pairComm (fun k => H (Fin.rev k))
      = ∑ j, ∑ k, if k < j then comm (H j) (H k) else 0 := by
        unfold pairComm
        refine Fintype.sum_equiv Fin.revPerm _ _ fun j => ?_
        refine Fintype.sum_equiv Fin.revPerm _ _ fun k => ?_
        simp [Fin.rev_lt_rev]
    _ = -pairComm H := by
        rw [sum_comm]
        simp only [pairComm, ← sum_neg_distrib]
        refine sum_congr rfl fun j _ => sum_congr rfl fun k _ => ?_
        split_ifs <;> simp [comm]

/-- The symmetric Strang step agrees with `exp(t ∑ H_k)` through degree 2 in `t`, for any number
of generators. -/
theorem strang_second_order {m : ℕ} (H : Fin m → A) :
    ∀ n ≤ 2, PowerSeries.coeff n (strang H)
      = PowerSeries.coeff n (evolution (∑ k, H k)) := by
  have hr : ∑ k, H (Fin.rev k) = ∑ k, H k := Equiv.sum_comp Fin.revPerm H
  obtain ⟨p0, p1, p2⟩ := lieTrotter_coeff_low (fun k => (1 / 2 : ℚ) • H k)
  obtain ⟨q0, q1, q2⟩ := lieTrotter_coeff_low (fun k => (1 / 2 : ℚ) • H (Fin.rev k))
  obtain ⟨r0, r1, r2⟩ := coeff_mul_low p0 q0
  obtain ⟨e0, e1, e2⟩ := evolution_coeff_low (∑ k, H k)
  rw [← smul_sum] at p1 p2 q1 q2
  rw [pairComm_smul] at p2
  rw [pairComm_smul (1 / 2) (fun k => H (Fin.rev k)), pairComm_rev, hr] at q2
  rw [hr] at q1
  intro n hn
  interval_cases n
  · exact r0.trans e0.symm
  · rw [strang, r1, e1, p1, q1]
    module
  · -- the commutator sums of the two half steps cancel
    rw [strang, r2, e2, p1, p2, q1, q2]
    simp only [smul_mul_assoc, mul_smul_comm]
    module

end

end LieTrotterSplitting
```

```lean
#print axioms LieTrotterSplitting.evolution_equation
#print axioms LieTrotterSplitting.lieTrotter_error
#print axioms LieTrotterSplitting.splitting_exact_iff
#print axioms LieTrotterSplitting.strang_second_order
```

```
'LieTrotterSplitting.evolution_equation' depends on axioms: [propext, Classical.choice, Quot.sound]
'LieTrotterSplitting.lieTrotter_error' depends on axioms: [propext, Classical.choice, Quot.sound]
'LieTrotterSplitting.splitting_exact_iff' depends on axioms: [propext, Classical.choice, Quot.sound]
'LieTrotterSplitting.strang_second_order' depends on axioms: [propext, Classical.choice, Quot.sound]
```

## Coefficients and the induction in Lean

`evolution_coeff` reads a coefficient off the definition, and `evolution_equation` proves the recursion by cancelling $n+1$ against $(n+1)!$. The later proofs do not use the recursion; it confirms that the defined series is the propagator.

`evolution_coeff_low` supplies the coefficients $1$, $a$ and $\tfrac12a^2$. `coeff_mul_low` is the rule for two series that start with $1$. Its proof lists the pairs of degrees that add up to $0$, $1$ and $2$, inserts the constant terms, and lets `abel` rearrange the sums.

The induction is in `lieTrotter_coeff_low`. Within it, `hs` splits off the first propagator, `hp` separates the pairs containing index $0$ from the rest, and `hc` collects their commutators into $[H_0,S']$. The tail of the list is `fun k => H k.succ`, to which the induction hypothesis `ih` is applied. After the products have been expanded, `module` checks the remaining identity, which is linear in the products and has rational coefficients.

`lieTrotter_error` then compares these coefficients with those of `evolution (∑ k, H k)`. The tactic `interval_cases n` separates degrees $0$ and $1$, and `add_sub_cancel_left` removes the common $\tfrac12S^2$.

## Commuting generators and reversed order in Lean

In `splitting_exact_iff`, the forward direction computes the $t^2$ coefficient in two ways. The resulting equation `h2` amounts to $\tfrac12(ba-ab)=0$, and the `linear_combination` step multiplies it by $-2$ to obtain $ab=ba$. The converse works at a general degree $n$: `hab.add_pow'` is the binomial theorem for commuting elements, and `hq` is the identity $\binom{i+j}{i}\,i!\,j!=(i+j)!$ that matches the prefactors.

For the symmetric step, `pairComm_smul` shows that scaling every generator by $c$ scales the commutator sum by $c^2$. `pairComm_rev` carries out the change of indices: `Fin.revPerm` reverses both summation indices, `sum_comm` exchanges the two sums, and the antisymmetry of the commutator gives the sign.

`strang_second_order` applies `lieTrotter_coeff_low` to each half step and `coeff_mul_low` to their product. The equality `hr` records that reversal leaves $S$ unchanged. In degree $2$ the final `module` performs the cancellation of $\tfrac18P$ against $-\tfrac18P$.
